# The blue-moon metric corrections of two finite constrained ensembles with metric factors in \([a,b]\) differ by at most \(\ln(b/a)/(2\beta)\)

A molecular dynamics simulation that holds a scalar reaction coordinate \(\xi\) fixed also holds its velocity at zero, and this biases the sampled configurations unless the metric factor defined next is the same for all of them. The bias is carried by the metric factor \(Z=\sum_k m_k^{-1}|\nabla_k\xi|^2\), where \(k\) runs over the atoms and \(m_k\) is the mass of atom \(k\). Weighting each configuration by \(Z^{-1/2}\) removes it. A free energy obtained by integrating the unweighted mean constraint force along \(\xi\) lacks the term \(-(1/\beta)\ln\langle Z^{-1/2}\rangle\), which has to be added, with \(\beta=1/(k_BT)\) and the average taken in the constrained ensemble.

Here the ensemble has finitely many states, and \(Z\) is any positive function on them. The correction term is taken as a definition; its derivation from constrained dynamics is not given here.

## Ensembles, averages and the correction

In Lean 4 with Mathlib:

```lean
import Mathlib

open Finset

namespace BlueMoonMetricCorrection

noncomputable section

variable {ι κ : Type*} [Fintype ι] [Fintype κ]
```

The symbols `ι` and `κ` stand for two finite sets of states, which may differ in size and content. A function `p : ι → ℝ` assigns a real number \(p_i\) to each state \(i\).

```lean
/-- A constrained ensemble on a finite set of states: nonnegative weights with sum one. -/
structure IsEnsemble (p : ι → ℝ) : Prop where
  nonneg : ∀ i, 0 ≤ p i
  sum_one : ∑ i, p i = 1
```

`IsEnsemble p` is the statement that \(p\) is a probability vector: \(p_i\ge 0\) and \(\sum_i p_i=1\). A later hypothesis `hp : IsEnsemble p` reads "assume that \(p\) is a probability vector", and `hp.nonneg` and `hp.sum_one` recall its two parts. Equal weights \(1/N\) on \(N\) stored frames are an example, so the results also apply to sample averages.

```lean
/-- The constrained average of `Z^(-1/2)`. -/
def metricAverage (p Z : ι → ℝ) : ℝ := ∑ i, p i * (√(Z i))⁻¹
```

This is the constrained average
\[
A_p=\langle Z^{-1/2}\rangle_p=\sum_i p_i Z_i^{-1/2}.
\]

```lean
/-- The blue-moon metric correction `-(1/β) ln ⟨Z^(-1/2)⟩` to the free energy. -/
def blueMoonCorrection (β : ℝ) (p Z : ι → ℝ) : ℝ :=
  -(1 / β) * Real.log (metricAverage p Z)
```

The correction is \(C_p=-(1/\beta)\ln A_p\), where `Real.log` is the natural logarithm. The values of \(Z\) are numbers in some fixed unit. Changing the unit shifts every correction by the same constant and leaves differences alone.

```lean
/-- The total variation distance of two ensembles on the same states. -/
def totalVariation (p q : ι → ℝ) : ℝ := (∑ i, |p i - q i|) / 2
```

For two ensembles on the same states, \(\delta=\tfrac12\sum_i|p_i-q_i|\) measures how far apart they are: 0 if they coincide, 1 if they occupy no common state.

```lean
/-- For a positive number `c`, `ln c / (2β)` equals `-(1/β) ln (c^(-1/2))`. -/
lemma constant_correction (β : ℝ) {c : ℝ} (hc : 0 < c) :
    Real.log c / (2 * β) = -(1 / β) * Real.log (√c)⁻¹ := by
  rw [Real.log_inv, Real.log_sqrt hc.le]
  ring
```

If \(Z\) has the constant value \(c>0\), the correction is
\[
-\frac1\beta\ln c^{-1/2}=\frac{\ln c}{2\beta}.
\]
The lemma records this identity, which turns bounds on \(Z\) into bounds on the correction.

## The bound for two arbitrary ensembles

```lean
/-- If the metric factor lies in `[a, b]`, the average of `Z^(-1/2)` lies between
`b^(-1/2)` and `a^(-1/2)`. -/
theorem metricAverage_bounds {p Z : ι → ℝ} {a b : ℝ} (hp : IsEnsemble p) (ha : 0 < a)
    (hZ : ∀ i, Z i ∈ Set.Icc a b) :
    (√b)⁻¹ ≤ metricAverage p Z ∧ metricAverage p Z ≤ (√a)⁻¹ := by
  have hconst : ∀ c : ℝ, ∑ i, p i * c = c := fun c => by
    rw [← Finset.sum_mul, hp.sum_one, one_mul]
  constructor
  · rw [← hconst (√b)⁻¹]
    exact Finset.sum_le_sum fun i _ => mul_le_mul_of_nonneg_left
      (inv_anti₀ (Real.sqrt_pos.2 (ha.trans_le (hZ i).1)) (Real.sqrt_le_sqrt (hZ i).2))
      (hp.nonneg i)
  · rw [← hconst (√a)⁻¹]
    exact Finset.sum_le_sum fun i _ => mul_le_mul_of_nonneg_left
      (inv_anti₀ (Real.sqrt_pos.2 ha) (Real.sqrt_le_sqrt (hZ i).1)) (hp.nonneg i)
```

The hypothesis `hZ` says that \(a\le Z_i\le b\) for every state; `Set.Icc a b` is the closed interval \([a,b]\). Since \(x\mapsto x^{-1/2}\) decreases for positive \(x\) and \(p_i\ge0\),
\[
p_i\,b^{-1/2}\le p_i Z_i^{-1/2}\le p_i\,a^{-1/2}.
\]
Summing over \(i\) and using \(\sum_i p_i=1\) gives \(b^{-1/2}\le A_p\le a^{-1/2}\). In the proof, `hconst` is the statement that the average of a constant is that constant, `inv_anti₀` reverses the inequality on taking inverses, and `Finset.sum_le_sum` adds up the termwise inequalities.

```lean
/-- The correction of a single ensemble lies between `ln a / (2β)` and `ln b / (2β)`. -/
theorem correction_bounds {p Z : ι → ℝ} {a b β : ℝ} (hp : IsEnsemble p) (hβ : 0 < β)
    (ha : 0 < a) (hab : a ≤ b) (hZ : ∀ i, Z i ∈ Set.Icc a b) :
    Real.log a / (2 * β) ≤ blueMoonCorrection β p Z ∧
      blueMoonCorrection β p Z ≤ Real.log b / (2 * β) := by
  have hb : 0 < b := ha.trans_le hab
  have hB : 0 < (√b)⁻¹ := inv_pos.2 (Real.sqrt_pos.2 hb)
  obtain ⟨hl, hu⟩ := metricAverage_bounds hp ha hZ
  have hβ' : 0 ≤ 1 / β := (one_div_pos.2 hβ).le
  have h1 := mul_le_mul_of_nonneg_left (Real.log_le_log hB hl) hβ'
  have h2 := mul_le_mul_of_nonneg_left (Real.log_le_log (hB.trans_le hl) hu) hβ'
  rw [constant_correction β ha, constant_correction β hb]
  unfold blueMoonCorrection
  simp only [neg_mul]
  exact ⟨neg_le_neg h2, neg_le_neg h1⟩
```

All three quantities in the previous bound are positive, so logarithms preserve the order:
\[
-\tfrac12\ln b\le\ln A_p\le-\tfrac12\ln a .
\]
Multiplication by \(-1/\beta<0\) reverses it:
\[
\frac{\ln a}{2\beta}\le C_p\le\frac{\ln b}{2\beta}.
\]
The proof does this in two moves, multiplying by \(1/\beta\) in `h1` and `h2` and changing the sign in the last line.

```lean
/-- The blue-moon corrections of two constrained ensembles with metric factors in `[a, b]`
differ by at most `ln(b/a) / (2β)`. -/
theorem correction_difference_le {p Z : ι → ℝ} {q W : κ → ℝ} {a b β : ℝ}
    (hp : IsEnsemble p) (hq : IsEnsemble q) (hβ : 0 < β) (ha : 0 < a) (hab : a ≤ b)
    (hZ : ∀ i, Z i ∈ Set.Icc a b) (hW : ∀ j, W j ∈ Set.Icc a b) :
    |blueMoonCorrection β p Z - blueMoonCorrection β q W| ≤ Real.log (b / a) / (2 * β) := by
  obtain ⟨h1, h2⟩ := correction_bounds hp hβ ha hab hZ
  obtain ⟨h3, h4⟩ := correction_bounds hq hβ ha hab hW
  rw [Real.log_div (ha.trans_le hab).ne' ha.ne', sub_div]
  exact abs_le.2 ⟨by linarith, by linarith⟩
```

This is the main bound. The second ensemble has weights \(q_j\) and metric factors \(W_j\) on its own set of states, with the same \(\beta\) and the same interval \([a,b]\). Both corrections lie in the interval just found, so their distance is at most its length:
\[
|C_p-C_q|\le\frac{\ln b-\ln a}{2\beta}=\frac{\ln(b/a)}{2\beta}.
\]
`abs_le` splits the absolute value into two inequalities, and `linarith` derives each from the four bounds `h1` to `h4`.

Within this finite-state model, leaving the correction out of a free-energy difference between two values of \(\xi\) costs at most \(\tfrac12k_BT\ln(b/a)\). For \(b/a=2\) this is about \(0.35\,k_BT\).

Normalisation matters. Take one state in each ensemble, \(Z=W=1\) and \(a=b=1\), but give the weights \(p=1\) and \(q=2\). The corrections are \(0\) and \(-(1/\beta)\ln2\). They differ by \((1/\beta)\ln 2\), while the bound would be zero.

## When the bound is reached

```lean
/-- If `c` is an upper or a lower bound of the metric factor, the correction equals
`ln c / (2β)` exactly when every occupied state has metric factor `c`. -/
theorem correction_eq_iff {p Z : ι → ℝ} {c β : ℝ} (hp : IsEnsemble p) (hβ : 0 < β)
    (hc : 0 < c) (hZ : ∀ i, 0 < Z i) (hside : (∀ i, Z i ≤ c) ∨ (∀ i, c ≤ Z i)) :
    blueMoonCorrection β p Z = Real.log c / (2 * β) ↔ ∀ i, p i ≠ 0 → Z i = c := by
  have hconst : ∑ i, p i * (√c)⁻¹ = (√c)⁻¹ := by
    rw [← Finset.sum_mul, hp.sum_one, one_mul]
  rw [constant_correction β hc]
  unfold blueMoonCorrection
  constructor
  · intro h i hi
    have hpos : 0 < metricAverage p Z := by
      have hterm : ∀ j ∈ Finset.univ, 0 ≤ p j * (√(Z j))⁻¹ := fun j _ =>
        mul_nonneg (hp.nonneg j) (inv_nonneg.2 (Real.sqrt_nonneg _))
      have hpi : 0 < p i := lt_of_le_of_ne (hp.nonneg i) (Ne.symm hi)
      exact (mul_pos hpi (inv_pos.2 (Real.sqrt_pos.2 (hZ i)))).trans_le
        (Finset.single_le_sum hterm (Finset.mem_univ i))
    have hlog := mul_left_cancel₀ (neg_ne_zero.2 (one_div_pos.2 hβ).ne') h
    have havg : metricAverage p Z = (√c)⁻¹ := Real.log_injOn_pos (Set.mem_Ioi.2 hpos)
      (Set.mem_Ioi.2 (inv_pos.2 (Real.sqrt_pos.2 hc))) hlog
    have hsum : ∑ j, p j * (√(Z j))⁻¹ = ∑ j, p j * (√c)⁻¹ := havg.trans hconst.symm
    -- termwise ordered sums agree only if all their terms agree
    have key : p i * (√(Z i))⁻¹ = p i * (√c)⁻¹ := by
      rcases hside with hs | hs
      · exact ((Finset.sum_eq_sum_iff_of_le fun j _ => mul_le_mul_of_nonneg_left
          (inv_anti₀ (Real.sqrt_pos.2 (hZ j)) (Real.sqrt_le_sqrt (hs j)))
          (hp.nonneg j)).1 hsum.symm i (Finset.mem_univ i)).symm
      · exact (Finset.sum_eq_sum_iff_of_le fun j _ => mul_le_mul_of_nonneg_left
          (inv_anti₀ (Real.sqrt_pos.2 hc) (Real.sqrt_le_sqrt (hs j)))
          (hp.nonneg j)).1 hsum i (Finset.mem_univ i)
    exact (Real.sqrt_inj (hZ i).le hc.le).1 (inv_injective (mul_left_cancel₀ hi key))
  · intro h
    have havg : metricAverage p Z = (√c)⁻¹ := by
      rw [← hconst]
      refine Finset.sum_congr rfl fun i _ => ?_
      by_cases hi : p i = 0
      · rw [hi, zero_mul, zero_mul]
      · rw [h i hi]
    rw [havg]
```

Suppose that \(c\) bounds \(Z\) from one side, above or below. Then \(C_p=\ln c/(2\beta)\) exactly when \(Z_i=c\) on every occupied state, that is, wherever \(p_i\ne0\).

If \(Z_i=c\) on the occupied states, the average is \(c^{-1/2}\) and the correction follows. Conversely, equal corrections mean equal logarithms, and hence equal averages:
\[
\sum_i p_iZ_i^{-1/2}=\sum_i p_i c^{-1/2}.
\]
Because \(c\) is a one-sided bound, the terms on one side are all at least as large as their partners on the other. The sums can then agree only if every pair of terms agrees, which is the content of `Finset.sum_eq_sum_iff_of_le`. Where \(p_i\neq0\), cancelling \(p_i\) leaves \(Z_i^{-1/2}=c^{-1/2}\), so \(Z_i=c\). The step `rcases hside` treats the upper and the lower bound in turn.

```lean
/-- The difference of the corrections equals `ln(b/a) / (2β)` exactly when all occupied states
of the first ensemble have metric factor `b` and all those of the second have `a`. -/
theorem correction_difference_eq_iff {p Z : ι → ℝ} {q W : κ → ℝ} {a b β : ℝ}
    (hp : IsEnsemble p) (hq : IsEnsemble q) (hβ : 0 < β) (ha : 0 < a) (hab : a ≤ b)
    (hZ : ∀ i, Z i ∈ Set.Icc a b) (hW : ∀ j, W j ∈ Set.Icc a b) :
    blueMoonCorrection β p Z - blueMoonCorrection β q W = Real.log (b / a) / (2 * β) ↔
      (∀ i, p i ≠ 0 → Z i = b) ∧ (∀ j, q j ≠ 0 → W j = a) := by
  have hb : 0 < b := ha.trans_le hab
  have h2 := (correction_bounds hp hβ ha hab hZ).2
  have h3 := (correction_bounds hq hβ ha hab hW).1
  rw [← correction_eq_iff hp hβ hb (fun i => ha.trans_le (hZ i).1) (Or.inl fun i => (hZ i).2),
    ← correction_eq_iff hq hβ ha (fun j => ha.trans_le (hW j).1) (Or.inr fun j => (hW j).1),
    Real.log_div hb.ne' ha.ne', sub_div]
  constructor
  · intro h
    exact ⟨by linarith, by linarith⟩
  · rintro ⟨h, h'⟩
    rw [h, h']
```

Let all metric factors of both ensembles lie in \([a,b]\), as before. The signed difference \(C_p-C_q\) then reaches \(\ln(b/a)/(2\beta)\) exactly when the first ensemble occupies only states with \(Z_i=b\) and the second only states with \(W_j=a\). We know that \(C_p\le\ln b/(2\beta)\) and \(C_q\ge\ln a/(2\beta)\). If the difference equals the difference of these two limits, neither inequality can have any slack, and the previous theorem, applied once with \(c=b\) and once with \(c=a\), identifies the occupied states. The opposite sign is covered by exchanging the ensembles.

## A sharper bound for overlapping ensembles

```lean
/-- For two ensembles on the same states, the averages of `Z^(-1/2)` have a ratio of at most
`1 + δ (√(b/a) - 1)`, where `δ` is their total variation distance. -/
theorem metricAverage_le_of_overlap {p q Z : ι → ℝ} {a b : ℝ} (hp : IsEnsemble p)
    (hq : IsEnsemble q) (ha : 0 < a) (hab : a ≤ b) (hZ : ∀ i, Z i ∈ Set.Icc a b) :
    metricAverage p Z ≤
      metricAverage q Z * (1 + totalVariation p q * (√(b / a) - 1)) := by
  have hb : 0 < b := ha.trans_le hab
  have hsa := Real.sqrt_pos.2 ha
  have hsb := Real.sqrt_pos.2 hb
  -- centre the observable at the midpoint of its range
  have h1 : ∑ i, (p i - q i) * ((√(Z i))⁻¹ - ((√a)⁻¹ + (√b)⁻¹) / 2) =
      (metricAverage p Z - metricAverage q Z) -
        (∑ i, p i - ∑ i, q i) * (((√a)⁻¹ + (√b)⁻¹) / 2) := by
    unfold metricAverage
    rw [← Finset.sum_sub_distrib, ← Finset.sum_sub_distrib, Finset.sum_mul,
      ← Finset.sum_sub_distrib]
    exact Finset.sum_congr rfl fun i _ => by ring
  have h2 : ∑ i, (p i - q i) * ((√(Z i))⁻¹ - ((√a)⁻¹ + (√b)⁻¹) / 2) ≤
      ∑ i, |p i - q i| * (((√a)⁻¹ - (√b)⁻¹) / 2) := by
    refine Finset.sum_le_sum fun i _ => (le_abs_self _).trans ?_
    rw [abs_mul]
    have hu := inv_anti₀ hsa (Real.sqrt_le_sqrt (hZ i).1)
    have hl := inv_anti₀ (Real.sqrt_pos.2 (ha.trans_le (hZ i).1)) (Real.sqrt_le_sqrt (hZ i).2)
    exact mul_le_mul_of_nonneg_left (abs_le.2 ⟨by linarith, by linarith⟩) (abs_nonneg _)
  rw [h1, hp.sum_one, hq.sum_one, ← Finset.sum_mul] at h2
  have hs : (√a)⁻¹ - (√b)⁻¹ = (√b)⁻¹ * (√(b / a) - 1) := by
    have hc : (√b)⁻¹ * √b = 1 := inv_mul_cancel₀ hsb.ne'
    rw [Real.sqrt_div hb.le]
    linear_combination (-(√a)⁻¹) * hc
  have hs1 : 0 ≤ √(b / a) - 1 := by
    rw [Real.sqrt_div hb.le]
    exact sub_nonneg.2 ((one_le_div hsa).2 (Real.sqrt_le_sqrt hab))
  have hδ : 0 ≤ totalVariation p q :=
    div_nonneg (Finset.sum_nonneg fun i _ => abs_nonneg _) (by norm_num)
  have h3 := mul_le_mul_of_nonneg_right (metricAverage_bounds hq ha hZ).1 (mul_nonneg hδ hs1)
  rw [hs] at h2
  unfold totalVariation at h3 ⊢
  linarith
```

Now \(p\) and \(q\) live on the same states with the same \(Z\), as for two force fields compared on one constraint surface, and \(a\le Z_i\le b\) still holds for every state. Let \(r=\tfrac12(a^{-1/2}+b^{-1/2})\) be the midpoint of the interval \([b^{-1/2},a^{-1/2}]\), which contains every \(Z_i^{-1/2}\). Both weights sum to one, so subtracting \(r\) changes nothing in the difference of averages:
\[
A_p-A_q=\sum_i(p_i-q_i)\bigl(Z_i^{-1/2}-r\bigr).
\]
Each bracket has absolute value at most half the length of that interval, hence
\[
A_p-A_q\le\sum_i|p_i-q_i|\,\frac{a^{-1/2}-b^{-1/2}}2
=\delta\,\bigl(a^{-1/2}-b^{-1/2}\bigr).
\]
The last bracket equals \(b^{-1/2}(\sqrt{b/a}-1)\), and \(b^{-1/2}\le A_q\). Therefore
\[
A_p\le A_q\bigl[1+\delta(\sqrt{b/a}-1)\bigr].
\]
In the code, `h1` is the centring identity, `h2` the termwise estimate, `hs` the rewriting of the range, and `h3` the comparison with \(A_q\).

```lean
/-- For two ensembles on the same states with total variation distance `δ`, the corrections
differ by at most `(1/β) ln(1 + δ (√(b/a) - 1))`. -/
theorem correction_difference_le_of_overlap {p q Z : ι → ℝ} {a b β : ℝ} (hp : IsEnsemble p)
    (hq : IsEnsemble q) (hβ : 0 < β) (ha : 0 < a) (hab : a ≤ b)
    (hZ : ∀ i, Z i ∈ Set.Icc a b) :
    |blueMoonCorrection β p Z - blueMoonCorrection β q Z| ≤
      1 / β * Real.log (1 + totalVariation p q * (√(b / a) - 1)) := by
  have hB : 0 < (√b)⁻¹ := inv_pos.2 (Real.sqrt_pos.2 (ha.trans_le hab))
  have hP := hB.trans_le (metricAverage_bounds hp ha hZ).1
  have hQ := hB.trans_le (metricAverage_bounds hq ha hZ).1
  have h1 := metricAverage_le_of_overlap hp hq ha hab hZ
  have h2 := metricAverage_le_of_overlap hq hp ha hab hZ
  have hsymm : totalVariation q p = totalVariation p q := by
    unfold totalVariation
    simp only [abs_sub_comm]
  rw [hsymm] at h2
  have hR : 0 < 1 + totalVariation p q * (√(b / a) - 1) :=
    pos_of_mul_pos_right (hP.trans_le h1) hQ.le
  have l1 := Real.log_le_log hP h1
  have l2 := Real.log_le_log hQ h2
  rw [Real.log_mul hQ.ne' hR.ne'] at l1
  rw [Real.log_mul hP.ne' hR.ne'] at l2
  have hβ' : 0 ≤ 1 / β := (one_div_pos.2 hβ).le
  have m1 := mul_le_mul_of_nonneg_left l1 hβ'
  have m2 := mul_le_mul_of_nonneg_left l2 hβ'
  rw [mul_add] at m1 m2
  unfold blueMoonCorrection
  simp only [neg_mul]
  exact abs_le.2 ⟨by linarith, by linarith⟩

end

end BlueMoonMetricCorrection
```

Taking the logarithm of the last inequality and multiplying by \(1/\beta\) gives
\[
C_q-C_p\le\frac1\beta\ln\bigl[1+\delta(\sqrt{b/a}-1)\bigr].
\]
Since \(\delta\) is symmetric in \(p\) and \(q\) (`hsymm`), exchanging the ensembles bounds \(C_p-C_q\) by the same quantity, and the two together bound the absolute value. The pairs `l1`, `l2` and `m1`, `m2` are the inequalities after the logarithm and after the factor \(1/\beta\).

At \(\delta=0\) the bound vanishes, and at \(\delta=1\) it returns \(\ln(b/a)/(2\beta)\). For \(b/a=4\) and \(\delta=0.1\) it is \(k_BT\ln1.1\approx0.095\,k_BT\), against \(k_BT\ln2\approx0.69\,k_BT\) from the general bound.

```lean
#print axioms BlueMoonMetricCorrection.correction_difference_le
#print axioms BlueMoonMetricCorrection.correction_difference_eq_iff
#print axioms BlueMoonMetricCorrection.correction_difference_le_of_overlap
```

```
'BlueMoonMetricCorrection.correction_difference_le' depends on axioms: [propext, Classical.choice, Quot.sound]
'BlueMoonMetricCorrection.correction_difference_eq_iff' depends on axioms: [propext, Classical.choice, Quot.sound]
'BlueMoonMetricCorrection.correction_difference_le_of_overlap' depends on axioms: [propext, Classical.choice, Quot.sound]
```
